# A Fourier block with non-increasing, non-negative amplitudes is at most its first amplitude over |sin(θ/2)|

Take two terms, a₀ + a₁ e^{iθ}, with a₀ ≥ a₁ ≥ 0 and s = |sin(θ/2)| ≠ 0. Regroup them as

(a₀ − a₁)·1 + a₁·(1 + e^{iθ}).

Both weights are non-negative and add up to a₀. The unweighted sums they multiply have moduli 1 and 2|cos(θ/2)| = |sin θ|/s, neither of which exceeds 1/s. The total is therefore at most a₀/s. Longer blocks work the same way: the sum is regrouped into unweighted partial sums, each of modulus at most 1/s, with non-negative weights that add up to a₀.

```lean
import Mathlib

open Finset Filter Topology

namespace OscillatoryTruncation

noncomputable section
```

## Blocks of equal amplitude

The k-th harmonic at the real angle θ, in radians, carries the phase e^{ikθ}, with k = 0, 1, 2, … and a plus sign in the exponent.

```lean
/-- The Fourier phase `exp(i k θ)` of the `k`-th harmonic at angle `θ`. -/
def phase (θ : ℝ) (k : ℕ) : ℂ := Complex.exp (((k : ℝ) * θ : ℝ) * Complex.I)
```

Since kθ is real, |e^{ikθ}| = 1.

```lean
/-- Every Fourier phase has modulus one. -/
theorem norm_phase (θ : ℝ) (k : ℕ) : ‖phase θ k‖ = 1 :=
  Complex.norm_exp_ofReal_mul_I _
```

The distance between the phases e^{iθ} and 1 follows from

|e^{iθ} − 1|² = (cos θ − 1)² + sin²θ = 2 − 2 cos θ = 4 sin²(θ/2).

Both lengths are non-negative, so comparing their squares suffices, which is how the proof proceeds.

```lean
/-- The chord between the phases `exp(iθ)` and `1` has length `2 |sin(θ/2)|`. -/
theorem norm_phase_one_sub_one (θ : ℝ) :
    ‖phase θ 1 - 1‖ = 2 * |Real.sin (θ / 2)| := by
  have hp : phase θ 1 = Complex.exp ((θ : ℂ) * Complex.I) := by simp [phase]
  have h := Real.cos_two_mul (θ / 2)
  rw [show 2 * (θ / 2) = θ by ring] at h
  have h1 : Real.cos θ = 1 - 2 * Real.sin (θ / 2) ^ 2 := by
    linear_combination h + 2 * Real.sin_sq_add_cos_sq (θ / 2)
  -- compare the squares of the two lengths
  refine (sq_eq_sq₀ (norm_nonneg _) (by positivity)).mp ?_
  rw [hp, Complex.sq_norm, Complex.normSq_apply, Complex.sub_re, Complex.sub_im,
    Complex.one_re, Complex.one_im, Complex.exp_ofReal_mul_I_re,
    Complex.exp_ofReal_mul_I_im, mul_pow, sq_abs]
  linear_combination Real.sin_sq_add_cos_sq θ - 2 * h1
```

Multiplying a phase by e^{iθ} advances it by one harmonic. In a block of N phases the intermediate terms therefore cancel:

(e^{iθ} − 1) ∑_{j=0}^{N−1} e^{i(m+j)θ} = e^{i(m+N)θ} − e^{imθ}.

In Lean, `range N` is the index set 0, …, N−1, and the identity is proved by induction on N.

```lean
/-- Multiplied by `exp(iθ) - 1`, a block of `N` consecutive phases collapses to the phase just after
the block minus the first phase of the block. -/
theorem phase_block_telescopes (θ : ℝ) (m N : ℕ) :
    (∑ j ∈ range N, phase θ (m + j)) * (phase θ 1 - 1) = phase θ (m + N) - phase θ m := by
  have hsucc : ∀ k, phase θ (k + 1) = phase θ k * phase θ 1 := by
    intro k
    unfold phase
    rw [← Complex.exp_add]
    congr 1
    push_cast
    ring
  induction N with
  | zero => simp
  | succ N ih =>
    rw [sum_range_succ, add_mul, ih, mul_sub, mul_one, ← hsucc, ← add_assoc m N 1]
    ring
```

The right side has modulus at most 2, and the factor e^{iθ} − 1 has modulus 2s. Dividing gives

|∑_{j=0}^{N−1} e^{i(m+j)θ}| ≤ 1/s,

whatever the length of the block.

```lean
/-- If `sin(θ/2) ≠ 0`, a block of consecutive phases of any length is bounded by `1 / |sin(θ/2)|`.
-/
theorem norm_phase_block_le (θ : ℝ) (hθ : Real.sin (θ / 2) ≠ 0) (m N : ℕ) :
    ‖∑ j ∈ range N, phase θ (m + j)‖ ≤ 1 / |Real.sin (θ / 2)| := by
  rw [le_div_iff₀ (abs_pos.mpr hθ)]
  have h := congrArg norm (phase_block_telescopes θ m N)
  rw [norm_mul, norm_phase_one_sub_one] at h
  have h2 := norm_sub_le (phase θ (m + N)) (phase θ m)
  rw [norm_phase, norm_phase] at h2
  linarith
```

## Putting in the amplitudes

Let Z_k = z₀ + … + z_k be the partial sums of vectors z_j. Then

∑_{k=0}^{N} a_k z_k = a_N Z_N + ∑_{k=0}^{N−1} (a_k − a_{k+1}) Z_k.

For N = 0 both sides are a₀ z₀. For the induction step, add a_{N+1} z_{N+1} = a_{N+1}(Z_{N+1} − Z_N) and collect the terms in Z_N:

a_N Z_N + a_{N+1}(Z_{N+1} − Z_N) = a_{N+1} Z_{N+1} + (a_N − a_{N+1}) Z_N.

The tactic `module` does this collecting. The symbol `•` multiplies a vector by a real number.

```lean
/-- Summation by parts: a weighted sum of vectors is expressed through their unweighted partial
sums, the last weight and the decrements of the weights. -/
theorem summation_by_parts {E : Type*} [AddCommGroup E] [Module ℝ E]
    (a : ℕ → ℝ) (z : ℕ → E) (N : ℕ) :
    ∑ k ∈ range (N + 1), a k • z k = a N • ∑ j ∈ range (N + 1), z j
      + ∑ k ∈ range N, (a k - a (k + 1)) • ∑ j ∈ range (k + 1), z j := by
  induction N with
  | zero => simp
  | succ N ih =>
    rw [sum_range_succ (fun k => a k • z k) (N + 1), ih,
      sum_range_succ (fun k => (a k - a (k + 1)) • ∑ j ∈ range (k + 1), z j) N,
      sum_range_succ z (N + 1)]
    module
```

If |Z_k| ≤ B for every k ≤ N, the triangle inequality gives

|∑_{k=0}^{N} a_k z_k| ≤ a_N B + ∑_{k=0}^{N−1} (a_k − a_{k+1}) B = a₀ B.

Non-negative a_N and non-negative decrements allow the weights to be taken out of the norms unchanged. The last equality is a telescoping sum.

```lean
/-- Abel's inequality: if the partial sums of some vectors are bounded by `B`, then weighting
them by non-increasing, non-negative amplitudes gives a sum bounded by `a 0 * B`. -/
theorem abel_inequality {E : Type*} [NormedAddCommGroup E] [NormedSpace ℝ E]
    (a : ℕ → ℝ) (z : ℕ → E) (B : ℝ) (N : ℕ)
    (hmono : ∀ k < N, a (k + 1) ≤ a k) (hN : 0 ≤ a N)
    (hz : ∀ k ≤ N, ‖∑ j ∈ range (k + 1), z j‖ ≤ B) :
    ‖∑ k ∈ range (N + 1), a k • z k‖ ≤ a 0 * B := by
  rw [summation_by_parts]
  calc _ ≤ ‖a N • ∑ j ∈ range (N + 1), z j‖
        + ∑ k ∈ range N, ‖(a k - a (k + 1)) • ∑ j ∈ range (k + 1), z j‖ :=
        (norm_add_le _ _).trans (add_le_add le_rfl (norm_sum_le _ _))
    _ ≤ a N * B + ∑ k ∈ range N, (a k - a (k + 1)) * B := by
        refine add_le_add ?_ (sum_le_sum fun k hk => ?_)
        · rw [norm_smul, Real.norm_of_nonneg hN]
          exact mul_le_mul_of_nonneg_left (hz N le_rfl) hN
        · have hk' := mem_range.mp hk
          have hd : 0 ≤ a k - a (k + 1) := sub_nonneg.mpr (hmono k hk')
          rw [norm_smul, Real.norm_of_nonneg hd]
          exact mul_le_mul_of_nonneg_left (hz k hk'.le) hd
    _ = a 0 * B := by
        -- the decrements telescope
        rw [← sum_mul, sum_range_sub']
        ring
```

Now set z_j = e^{i(m+j)θ}, use the amplitudes a_{m+j}, and take B = 1/s:

|∑_{k=m}^{n} a_k e^{ikθ}| ≤ a_m/|sin(θ/2)|.

`Icc m n` contains both endpoints, and the case m = n is allowed. The hypotheses constrain the amplitudes only inside the block: `hmono` orders neighbours, and `hn` makes the last one non-negative, hence all of them. `hθ` excludes the multiples of 2π, where all phases align.

```lean
/-- Oscillatory truncation bound: a block of a Fourier sum with non-increasing, non-negative
amplitudes is at most its first amplitude divided by `|sin(θ/2)|`. -/
theorem oscillatory_block_bound (a : ℕ → ℝ) (θ : ℝ) (m n : ℕ) (hmn : m ≤ n)
    (hmono : ∀ k, m ≤ k → k < n → a (k + 1) ≤ a k) (hn : 0 ≤ a n)
    (hθ : Real.sin (θ / 2) ≠ 0) :
    ‖∑ k ∈ Icc m n, (a k : ℂ) * phase θ k‖ ≤ a m / |Real.sin (θ / 2)| := by
  obtain ⟨N, rfl⟩ := Nat.exists_eq_add_of_le hmn
  have hI : Icc m (m + N) = Ico m (m + N + 1) := by
    ext k
    simp only [mem_Icc, mem_Ico]
    omega
  rw [hI, sum_Ico_eq_sum_range, show m + N + 1 - m = N + 1 by omega]
  have h := abel_inequality (fun j => a (m + j)) (fun j => phase θ (m + j))
    (1 / |Real.sin (θ / 2)|) N
    (fun k hk => hmono (m + k) (by omega) (by omega)) hn
    (fun k _ => norm_phase_block_le θ hθ m (k + 1))
  simpa only [Complex.real_smul, add_zero, mul_one_div] using h
```

Without monotonicity the bound can fail. At θ = π, amplitudes 1, 0, 1 give 1 + 0 + 1 = 2, while a₀/|sin(π/2)| = 1.

## The cost of a cutoff

Suppose the whole sequence is non-increasing (`Antitone a`) and tends to zero, so that it is non-negative. For N < M, two truncations differ by one block:

|∑_{k=N}^{M−1} a_k e^{ikθ}| ≤ a_N/s.

The right side tends to zero, so the partial sums are Cauchy and converge to some F. Letting M → ∞ at fixed N bounds the error of keeping the terms k < N by a_N/s. The limit is that of ordered partial sums; absolute convergence is not required.

```lean
/-- If the amplitudes decrease to zero, the Fourier sum converges when `sin(θ/2) ≠ 0`, and keeping
only its first `N` terms makes an error of at most `a N / |sin(θ/2)|`. -/
theorem fourier_truncation_error (a : ℕ → ℝ) (θ : ℝ) (ha : Antitone a)
    (hlim : Tendsto a atTop (𝓝 0)) (hθ : Real.sin (θ / 2) ≠ 0) :
    ∃ F : ℂ, Tendsto (fun M => ∑ k ∈ range M, (a k : ℂ) * phase θ k) atTop (𝓝 F) ∧
      ∀ N, ‖F - ∑ k ∈ range N, (a k : ℂ) * phase θ k‖ ≤ a N / |Real.sin (θ / 2)| := by
  have hpos : ∀ k, 0 ≤ a k := fun k => ha.le_of_tendsto hlim k
  -- two truncations differ by a single block
  have key : ∀ N M, N ≤ M → ‖(∑ k ∈ range M, (a k : ℂ) * phase θ k)
      - ∑ k ∈ range N, (a k : ℂ) * phase θ k‖ ≤ a N / |Real.sin (θ / 2)| := by
    intro N M hNM
    rcases hNM.eq_or_lt with rfl | hlt
    · rw [sub_self, norm_zero]
      exact div_nonneg (hpos _) (abs_nonneg _)
    · have hI : Ico N M = Icc N (M - 1) := by
        ext k
        simp only [mem_Icc, mem_Ico]
        omega
      rw [← sum_Ico_eq_sub _ hNM, hI]
      exact oscillatory_block_bound a θ N (M - 1) (by omega)
        (fun k _ _ => ha (Nat.le_succ k)) (hpos _) hθ
  have hb : Tendsto (fun N => a N / |Real.sin (θ / 2)|) atTop (𝓝 0) := by
    simpa using hlim.div_const |Real.sin (θ / 2)|
  have hc : CauchySeq (fun M => ∑ k ∈ range M, (a k : ℂ) * phase θ k) := by
    refine cauchySeq_of_le_tendsto_0' _ (fun N M hNM => ?_) hb
    rw [dist_comm, dist_eq_norm]
    exact key N M hNM
  obtain ⟨F, hF⟩ := cauchySeq_tendsto_of_complete hc
  refine ⟨F, hF, fun N => ?_⟩
  exact le_of_tendsto (hF.sub_const _).norm
    ((eventually_ge_atTop N).mono fun M hM => key N M hM)
```

As an application, take a non-interacting periodic chain with one orbital per site, the orbitals being orthonormal, whose real hopping amplitudes t_r are non-negative and decrease monotonically to zero with the range r ≥ 1. With θ the crystal momentum times the lattice spacing, the energy of the band at any θ with s ≠ 0 is a constant plus 2 ∑_{r≥1} t_r cos(rθ). Dropping the hoppings of range r ≥ N, with N ≥ 1, removes twice the real part of a tail of the kind bounded above (set a₀ = t₁ and a_r = t_r for r ≥ 1), so it changes this energy by at most 2t_N/s. The estimate weakens as the crystal momentum approaches the zone centre.

## Angles at which the constant is attained

Take N+1 unit amplitudes at θ = π/(N+1). The two phases on the right of the telescoped identity are e^{iπ} = −1 and 1, so their difference has modulus exactly 2, and

|∑_{k=0}^{N} e^{ikθ}| = 2/(2s) = 1/s.

For N = 0 this is a single unit phase at θ = π. Equality is shown at these angles only; elsewhere the bound may be loose.

```lean
/-- Sharpness: at the angle `π/(N+1)`, a block of `N+1` unit amplitudes has modulus exactly
`1 / |sin(θ/2)|`. -/
theorem block_bound_sharp (N : ℕ) :
    ‖∑ k ∈ range (N + 1), phase (Real.pi / (N + 1)) k‖
      = 1 / |Real.sin (Real.pi / (N + 1) / 2)| := by
  have hN : (0 : ℝ) < (N : ℝ) + 1 := by positivity
  have hθ0 : 0 < Real.pi / ((N : ℝ) + 1) := div_pos Real.pi_pos hN
  have hθ1 : Real.pi / ((N : ℝ) + 1) ≤ Real.pi :=
    div_le_self Real.pi_pos.le (by linarith [Nat.cast_nonneg (α := ℝ) N])
  have hs : 0 < Real.sin (Real.pi / ((N : ℝ) + 1) / 2) :=
    Real.sin_pos_of_pos_of_lt_pi (by linarith) (by linarith)
  -- the phase just after the block is -1
  have hend : phase (Real.pi / ((N : ℝ) + 1)) (N + 1) = -1 := by
    have harg : ((N + 1 : ℕ) : ℝ) * (Real.pi / ((N : ℝ) + 1)) = Real.pi := by
      push_cast
      field_simp
    unfold phase
    rw [harg, Complex.exp_pi_mul_I]
  have hzero : phase (Real.pi / ((N : ℝ) + 1)) 0 = 1 := by simp [phase]
  have h := phase_block_telescopes (Real.pi / ((N : ℝ) + 1)) 0 (N + 1)
  simp only [zero_add] at h
  rw [hend, hzero] at h
  have h2 := congrArg norm h
  rw [norm_mul, norm_phase_one_sub_one, show (-1 - 1 : ℂ) = -2 by norm_num,
    norm_neg, Complex.norm_ofNat] at h2
  rw [eq_div_iff (abs_pos.mpr hs.ne').ne']
  linarith

end

end OscillatoryTruncation
```

```lean
#print axioms OscillatoryTruncation.oscillatory_block_bound
#print axioms OscillatoryTruncation.fourier_truncation_error
#print axioms OscillatoryTruncation.block_bound_sharp
```

```
'OscillatoryTruncation.oscillatory_block_bound' depends on axioms: [propext, Classical.choice, Quot.sound]
'OscillatoryTruncation.fourier_truncation_error' depends on axioms: [propext, Classical.choice, Quot.sound]
'OscillatoryTruncation.block_bound_sharp' depends on axioms: [propext, Classical.choice, Quot.sound]
```
